# Distance-two hopping is A² − z on finite z-regular graphs without triangles or 4-cycles

On a ring of four sites, let a particle hop to its nearest neighbours and also to the site at distance two. Each site has one such second neighbour, the opposite corner, but two two-step paths lead there. If the second-neighbour hopping is computed by applying the nearest-neighbour hopping twice and removing the returns to the starting site, it comes out twice too large, and so does its contribution to every energy. On a triangle, where no site has a second neighbour, the same recipe produces additional hopping between nearest neighbours. For finite regular graphs, these two kinds of short loop are the only obstruction.

## Hopping to first and second neighbours

Let $G$ be a finite simple graph in which every site has $z$ neighbours. Its adjacency matrix $A$ has $A_{ij}=1$ when $i$ and $j$ are neighbours and $0$ otherwise. The distance-two matrix $B$ has $B_{ij}=1$ when the graph distance between $i$ and $j$ is exactly two and $0$ otherwise. For $z\ge 1$ and real amplitudes $t_1,t_2$, the one-particle Hamiltonian is

$$H=\frac{t_1}{\sqrt z}A+\frac{t_2}{z}B .$$

The signs are positive, so the common convention with $-t$ corresponds to negative amplitudes here. The scaling keeps both kinds of hopping comparable at large $z$: without triangles and 4-cycles a site has $z$ first and $z(z-1)$ second neighbours, so the squared amplitudes leaving it sum to $t_1^2+t_2^2(z-1)/z$.

Excluding triangles and 4-cycles means that the paths of one or two steps from a site, without turning back, all end at different sites, as paths of every length do on the Bethe lattice of dynamical mean-field theory. For non-interacting particles on such a finite graph, the levels with second-neighbour hopping then follow from the nearest-neighbour levels alone.

## What the theorems say

`distTwo_eq_iff` states that, on a $z$-regular graph, $B=A^2-z\mathbb 1$ holds if and only if the graph has no triangles and no 4-cycles. In Lean, the sites form a finite type `V`, `G.adjMatrix ℝ` is $A$, and `G.IsRegularOfDegree z` is the regularity hypothesis. The matrix `distTwo G` is defined through the graph distance `G.dist`, so its relation to $A^2$ is proved and not built in.

The theorems about $H$ assume a $z$-regular graph with $z\ge1$ and no triangles or 4-cycles. With $X=A/\sqrt z$, called `scaledHop G z`, `hamiltonian_eq` gives $H=t_1X+t_2(X^2-1)$. Then `hamiltonian_eigenvector` says that $Xv=xv$ implies

$$Hv=\bigl(t_1x+t_2(x^2-1)\bigr)v .$$

The vector $v$ is real and need not be normalised; when it is nonzero, it is an eigenvector.

Two consequences follow. The uniform state has energy $t_1\sqrt z+t_2(z-1)$; the code uses the vector with all entries 1, which on $N\ge1$ sites is normalised by $1/\sqrt N$. For $t_2>0$, every normalised real state has energy at least $-(t_2+t_1^2/(4t_2))$; the code states this for any $v$, with the squared norm as a factor.

Interactions, the infinite tree and the limit $z\to\infty$ are not treated.

The definition of a 4-cycle needs care. `NoFourCycle` forbids closed sequences $a,b,c,d$ of neighbours only when $a\ne c$ and $b\ne d$. If both conditions were left out, walking back and forth along one bond, $a,b,a,b$, would count as a 4-cycle. Every graph with a bond would be excluded, and the theorems for $z\ge1$ would say nothing about any graph with sites.

## Counting the intermediate sites

Two sites $i,j$ are at distance two exactly when they are distinct, not neighbours, and have a common neighbour $k$. The entry

$$(A^2)_{ij}=\sum_k A_{ik}A_{kj}$$

counts these common neighbours.

On the diagonal, $(A^2)_{ii}=z$ and $B_{ii}=0$, so $B_{ii}=(A^2)_{ii}-z$. For $i\ne j$ we need $B_{ij}=(A^2)_{ij}$.

- If $i$ and $j$ are at distance two, there is a common neighbour $k$. A second one, $l\ne k$, would close the 4-cycle $i,l,j,k$. Hence $(A^2)_{ij}=1$.
- If they are not at distance two, a common neighbour would force $i$ and $j$ to be neighbours themselves, which makes a triangle. Hence $(A^2)_{ij}=0$.

Conversely, suppose that $B=A^2-z\mathbb 1$. In a triangle $a,b,c$, the sites $a$ and $c$ are neighbours, so $B_{ac}=0$, while $b$ gives $(A^2)_{ac}\ge1$. In a 4-cycle $a,b,c,d$, the sites $b$ and $d$ give $(A^2)_{ac}\ge2$, while $B_{ac}\le1$. Both are contradictions.

## From the matrix identity to the energies

Since $X^2=A^2/z$, dividing the identity by $z$ gives $B/z=X^2-1$, and therefore $H=t_1X+t_2(X^2-1)$. If $Xv=xv$, then $X^2v=x^2v$, and the energy formula follows. For the uniform vector $u$, regularity gives $Au=zu$, so $x=\sqrt z$.

For the lower bound, $X$ is symmetric, so $v\cdot X^2v=|Xv|^2$. With $c=t_1/(2t_2)$,

$$v\cdot Hv=t_1\,v\cdot Xv+t_2|Xv|^2-t_2|v|^2
=t_2|Xv+cv|^2-\Bigl(t_2+\frac{t_1^2}{4t_2}\Bigr)|v|^2 ,$$

and the first term on the right is nonnegative when $t_2>0$.

## The pentagon with both amplitudes equal to one

The ring of five sites has $z=2$ and neither a triangle nor a 4-cycle. Its plane waves have $A$-eigenvalues $a=2\cos(2\pi m/5)$, with $x=a/\sqrt2$. For $t_1=t_2=1$:

| $m$ | $a$ | $x$ | $x^2-1$ | energy |
|---|---|---|---|---|
| $0$ | $2$ | $1.414$ | $1$ | $2.414$ |
| $\pm1$ | $0.618$ | $0.437$ | $-0.809$ | $-0.372$ |
| $\pm2$ | $-1.618$ | $-1.144$ | $0.309$ | $-0.835$ |

The second-neighbour hopping can be checked directly: $B$ connects sites two steps apart, so $B/2$ has eigenvalue $\cos(4\pi m/5)$, which is $1$, $-0.809$ and $0.309$. All energies lie above the bound $-1.25$.

## The Lean file

```lean
import Mathlib

open Matrix

namespace BetheNextNearestHopping

noncomputable section

/-- No three sites are mutually adjacent. -/
def NoTriangle {V : Type*} (G : SimpleGraph V) : Prop :=
  ∀ a b c, G.Adj a b → G.Adj b c → ¬ G.Adj c a

/-- No four distinct sites form a closed loop of four bonds. -/
def NoFourCycle {V : Type*} (G : SimpleGraph V) : Prop :=
  ∀ a b c d, a ≠ c → b ≠ d → G.Adj a b → G.Adj b c → G.Adj c d → ¬ G.Adj d a

/-- The distance-two matrix: entry 1 between sites at graph distance two, and 0 otherwise. -/
def distTwo {V : Type*} (G : SimpleGraph V) : Matrix V V ℝ :=
  Matrix.of fun i j => if G.dist i j = 2 then 1 else 0

/-- Two sites are at distance two exactly when they are distinct, not adjacent, and share
a neighbour. -/
theorem dist_eq_two_iff {V : Type*} (G : SimpleGraph V) (i j : V) :
    G.dist i j = 2 ↔ i ≠ j ∧ ¬ G.Adj i j ∧ ∃ k, G.Adj i k ∧ G.Adj k j := by
  constructor
  · intro h
    refine ⟨by rintro rfl; simp at h, fun ha => ?_, ?_⟩
    · rw [SimpleGraph.dist_eq_one_iff_adj.mpr ha] at h
      omega
    · -- a shortest walk has two steps; its middle site is the shared neighbour
      obtain ⟨p, hp⟩ := SimpleGraph.exists_walk_of_dist_ne_zero
        (by omega : G.dist i j ≠ 0)
      rw [h] at hp
      cases p with
      | nil => simp at hp
      | cons h1 q =>
        cases q with
        | nil => simp at hp
        | cons h2 r =>
          simp only [SimpleGraph.Walk.length_cons] at hp
          have hr : r.length = 0 := by omega
          have he := SimpleGraph.Walk.eq_of_length_eq_zero hr
          exact ⟨_, h1, he ▸ h2⟩
  · rintro ⟨hne, hna, k, h1, h2⟩
    have hle : G.dist i j ≤ 2 :=
      SimpleGraph.dist_le (SimpleGraph.Walk.cons h1 (SimpleGraph.Walk.cons h2 .nil))
    have h0 : G.dist i j ≠ 0 := fun h =>
      hne ((h1.reachable.trans h2.reachable).dist_eq_zero_iff.mp h)
    have h1' : G.dist i j ≠ 1 := fun h => hna (SimpleGraph.dist_eq_one_iff_adj.mp h)
    omega

variable {V : Type*} [Fintype V] (G : SimpleGraph V) [DecidableRel G.Adj]

/-- The intermediate sites through which a particle can hop from `i` to `j` in two steps. -/
def relays (i j : V) : Finset V :=
  Finset.univ.filter fun k => G.Adj i k ∧ G.Adj k j

/-- The entries of the squared adjacency matrix count the two-step hopping paths. -/
theorem adj_sq_apply (i j : V) :
    (G.adjMatrix ℝ * G.adjMatrix ℝ) i j = ((relays G i j).card : ℝ) := by
  rw [relays, ← Finset.sum_boole]
  simp only [Matrix.mul_apply, SimpleGraph.adjMatrix_apply]
  refine Finset.sum_congr rfl fun k _ => ?_
  by_cases h1 : G.Adj i k <;> by_cases h2 : G.Adj k j <;> simp [h1, h2]

variable [DecidableEq V]

/-- On a `z`-regular graph the distance-two matrix equals `A² - z` if and only if the graph
has no triangles and no 4-cycles. -/
theorem distTwo_eq_iff {z : ℕ} (hreg : G.IsRegularOfDegree z) :
    distTwo G = G.adjMatrix ℝ * G.adjMatrix ℝ - (z : ℝ) • (1 : Matrix V V ℝ) ↔
      NoTriangle G ∧ NoFourCycle G := by
  constructor
  · intro h
    have key : ∀ i j, i ≠ j →
        ((relays G i j).card : ℝ) = if G.dist i j = 2 then 1 else 0 := by
      intro i j hij
      have h' := congrFun (congrFun h i) j
      rw [Matrix.sub_apply, adj_sq_apply, Matrix.smul_apply, Matrix.one_apply_ne hij] at h'
      simp only [distTwo, Matrix.of_apply, smul_zero, sub_zero] at h'
      exact h'.symm
    constructor
    · intro a b c hab hbc hca
      have hk := key a c hca.ne'
      rw [SimpleGraph.dist_eq_one_iff_adj.mpr hca.symm, if_neg (by norm_num)] at hk
      have h0 : (relays G a c).card = 0 := by exact_mod_cast hk
      exact (Finset.card_pos.mpr ⟨b, by simp [relays, hab, hbc]⟩).ne' h0
    · intro a b c d hac hbd hab hbc hcd hda
      have hle : (relays G a c).card ≤ 1 := by
        have hk := key a c hac
        split_ifs at hk
        · have h1 : (relays G a c).card = 1 := by exact_mod_cast hk
          omega
        · have h1 : (relays G a c).card = 0 := by exact_mod_cast hk
          omega
      exact hbd (Finset.card_le_one.mp hle b (by simp [relays, hab, hbc]) d
        (by simp [relays, hda.symm, hcd.symm]))
  · rintro ⟨h3, h4⟩
    ext i j
    by_cases hij : i = j
    · subst hij
      rw [Matrix.sub_apply, SimpleGraph.adjMatrix_mul_self_apply_self, hreg.degree_eq i]
      simp [distTwo]
    · rw [Matrix.sub_apply, adj_sq_apply, Matrix.smul_apply, Matrix.one_apply_ne hij,
        smul_zero, sub_zero]
      simp only [distTwo, Matrix.of_apply]
      by_cases hd : G.dist i j = 2
      · -- exactly one relay: one exists, and two would close a 4-cycle
        obtain ⟨-, -, k, hik, hkj⟩ := (dist_eq_two_iff G i j).mp hd
        have h1 : relays G i j = {k} := by
          ext l
          simp only [relays, Finset.mem_filter, Finset.mem_univ, true_and,
            Finset.mem_singleton]
          constructor
          · rintro ⟨hil, hlj⟩
            by_contra hlk
            exact h4 i l j k hij hlk hil hlj hkj.symm hik.symm
          · rintro rfl
            exact ⟨hik, hkj⟩
        simp [hd, h1]
      · have h0 : relays G i j = ∅ := by
          refine Finset.eq_empty_of_forall_notMem fun k hk => hd ?_
          simp only [relays, Finset.mem_filter, Finset.mem_univ, true_and] at hk
          exact (dist_eq_two_iff G i j).mpr
            ⟨hij, fun ha => h3 i k j hk.1 hk.2 ha.symm, k, hk⟩
        simp [hd, h0]

/-- The scaled nearest-neighbour hopping matrix `A/√z`, for `z ≥ 1`. -/
def scaledHop (z : ℕ) : Matrix V V ℝ := (√(z : ℝ))⁻¹ • G.adjMatrix ℝ

/-- The hopping Hamiltonian `t1 A/√z + t2 B/z`, for `z ≥ 1`, with `B` the distance-two
matrix. -/
def hamiltonian (z : ℕ) (t1 t2 : ℝ) : Matrix V V ℝ :=
  (t1 / √(z : ℝ)) • G.adjMatrix ℝ + (t2 / (z : ℝ)) • distTwo G

variable {z : ℕ} (hz : 1 ≤ z) (hreg : G.IsRegularOfDegree z)
  (h3 : NoTriangle G) (h4 : NoFourCycle G) (t1 t2 : ℝ)

include hz hreg h3 h4

/-- On a `z`-regular graph with `z ≥ 1` and no triangles or 4-cycles, the Hamiltonian is the matrix
polynomial `t1 X + t2 (X² - 1)` in `X = A/√z`. -/
theorem hamiltonian_eq : hamiltonian G z t1 t2 =
    t1 • scaledHop G z + t2 • (scaledHop G z * scaledHop G z - 1) := by
  have hz0 : (z : ℝ) ≠ 0 := by exact_mod_cast (by omega : z ≠ 0)
  have hXX : scaledHop G z * scaledHop G z =
      (z : ℝ)⁻¹ • (G.adjMatrix ℝ * G.adjMatrix ℝ) := by
    unfold scaledHop
    rw [smul_mul_smul_comm, ← mul_inv, Real.mul_self_sqrt (Nat.cast_nonneg z)]
  have hB : (t2 / (z : ℝ)) • distTwo G =
      (t2 / (z : ℝ)) • (G.adjMatrix ℝ * G.adjMatrix ℝ) - t2 • (1 : Matrix V V ℝ) := by
    rw [(distTwo_eq_iff G hreg).mpr ⟨h3, h4⟩, smul_sub, smul_smul, div_mul_cancel₀ _ hz0]
  rw [hXX, hamiltonian, hB, scaledHop]
  module

/-- On a `z`-regular graph with `z ≥ 1` and no triangles or 4-cycles, an eigenvector of `A/√z` with
eigenvalue `x` is an eigenvector of the Hamiltonian with energy `t1 x + t2 (x² - 1)`. -/
theorem hamiltonian_eigenvector {v : V → ℝ} {x : ℝ} (hv : scaledHop G z *ᵥ v = x • v) :
    hamiltonian G z t1 t2 *ᵥ v = (t1 * x + t2 * (x ^ 2 - 1)) • v := by
  rw [hamiltonian_eq G hz hreg h3 h4, Matrix.add_mulVec, Matrix.smul_mulVec,
    Matrix.smul_mulVec, Matrix.sub_mulVec, ← Matrix.mulVec_mulVec, hv, Matrix.mulVec_smul,
    hv, Matrix.one_mulVec]
  module

/-- On a `z`-regular graph with `z ≥ 1` and no triangles or 4-cycles, the uniform state has energy
`t1 √z + t2 (z - 1)`. -/
theorem hamiltonian_uniform : hamiltonian G z t1 t2 *ᵥ Function.const V 1 =
    (t1 * √(z : ℝ) + t2 * ((z : ℝ) - 1)) • Function.const V (1 : ℝ) := by
  have hpos : (0 : ℝ) < z := by exact_mod_cast hz
  have hs : √(z : ℝ) ≠ 0 := (Real.sqrt_pos.mpr hpos).ne'
  have hsq : √(z : ℝ) ^ 2 = z := Real.sq_sqrt hpos.le
  have hu : scaledHop G z *ᵥ Function.const V 1 = √(z : ℝ) • Function.const V (1 : ℝ) := by
    ext i
    rw [scaledHop, Matrix.smul_mulVec, Pi.smul_apply,
      SimpleGraph.adjMatrix_mulVec_const_apply, hreg.degree_eq i, Pi.smul_apply]
    simp only [Function.const_apply, smul_eq_mul, mul_one]
    rw [inv_mul_eq_iff_eq_mul₀ hs, ← sq, hsq]
  rw [hamiltonian_eigenvector G hz hreg h3 h4 t1 t2 hu, hsq]

/-- On a `z`-regular graph with `z ≥ 1` and no triangles or 4-cycles, and for `t2 > 0`, the energy
form of any real state `v` is at least `-(t2 + t1²/(4 t2))` times its squared norm. -/
theorem energy_lower_bound (ht : 0 < t2) (v : V → ℝ) :
    -(t2 + t1 ^ 2 / (4 * t2)) * (v ⬝ᵥ v) ≤ v ⬝ᵥ (hamiltonian G z t1 t2 *ᵥ v) := by
  obtain ⟨c, rfl⟩ : ∃ c, t1 = 2 * t2 * c := ⟨t1 / (2 * t2), by field_simp⟩
  have he : (2 * t2 * c) ^ 2 / (4 * t2) = t2 * c ^ 2 := by
    rw [div_eq_iff (by positivity)]
    ring
  have hT : (scaledHop G z)ᵀ = scaledHop G z := by
    rw [scaledHop, Matrix.transpose_smul, SimpleGraph.transpose_adjMatrix]
  have hs : v ⬝ᵥ (scaledHop G z *ᵥ (scaledHop G z *ᵥ v)) =
      (scaledHop G z *ᵥ v) ⬝ᵥ (scaledHop G z *ᵥ v) := by
    rw [Matrix.dotProduct_mulVec, ← Matrix.mulVec_transpose, hT]
  -- complete the square in the scaled hopping matrix
  have hsq : 0 ≤ (scaledHop G z *ᵥ v + c • v) ⬝ᵥ (scaledHop G z *ᵥ v + c • v) :=
    Finset.sum_nonneg fun i _ => mul_self_nonneg _
  simp only [add_dotProduct, dotProduct_add, smul_dotProduct, dotProduct_smul,
    smul_eq_mul] at hsq
  rw [dotProduct_comm (scaledHop G z *ᵥ v) v] at hsq
  rw [he, hamiltonian_eq G hz hreg h3 h4, Matrix.add_mulVec, Matrix.smul_mulVec,
    Matrix.smul_mulVec, Matrix.sub_mulVec, ← Matrix.mulVec_mulVec, Matrix.one_mulVec,
    dotProduct_add, dotProduct_smul, dotProduct_smul, dotProduct_sub, hs]
  simp only [smul_eq_mul]
  nlinarith [mul_nonneg ht.le hsq]

omit hz hreg h3 h4

/-- The ring of five sites with bonds between consecutive sites. -/
def pentagon : SimpleGraph (Fin 5) := SimpleGraph.fromRel fun i j => j = i + 1

instance : DecidableRel pentagon.Adj := fun i j =>
  inferInstanceAs (Decidable (i ≠ j ∧ (j = i + 1 ∨ i = j + 1)))

/-- The pentagon is 2-regular and has no triangles and no 4-cycles. -/
theorem pentagon_witness :
    pentagon.IsRegularOfDegree 2 ∧ NoTriangle pentagon ∧ NoFourCycle pentagon := by
  unfold SimpleGraph.IsRegularOfDegree NoTriangle NoFourCycle
  refine ⟨?_, ?_, ?_⟩ <;> decide +kernel

end

end BetheNextNearestHopping
```

```lean
#print axioms BetheNextNearestHopping.distTwo_eq_iff
-- 'BetheNextNearestHopping.distTwo_eq_iff' depends on axioms: [propext, Classical.choice, Quot.sound]
#print axioms BetheNextNearestHopping.hamiltonian_uniform
-- 'BetheNextNearestHopping.hamiltonian_uniform' depends on axioms: [propext, Classical.choice, Quot.sound]
#print axioms BetheNextNearestHopping.energy_lower_bound
-- 'BetheNextNearestHopping.energy_lower_bound' depends on axioms: [propext, Classical.choice, Quot.sound]
```

## How the proof follows the counting

`dist_eq_two_iff` proves the description of distance two. In one direction it takes a shortest walk, which has two steps, and splits it with `cases` to find the middle site. In the other, the walk through $k$ bounds the distance by two, and the values 0 and 1 are excluded. Mathlib also assigns distance 0 to disconnected sites, so excluding 0 uses the fact that $i$ and $j$ are connected through $k$.

The finite set `relays G i j` holds the common neighbours, and `adj_sq_apply` identifies its size with $(A^2)_{ij}$.

In `distTwo_eq_iff`, the direction from the matrix identity to the graph first extracts the off-diagonal equation `key`. For a triangle, `key` makes the set of relays empty although it contains $b$. For a 4-cycle, it allows at most one relay, so `Finset.card_le_one` forces $b=d$. The other direction compares entries: the diagonal comes from regularity, and off the diagonal the set of relays is shown to be `{k}` at distance two and empty otherwise.

In `hamiltonian_eq`, `hXX` is $X^2=A^2/z$ and `hB` is the rescaled identity for $B$; the tactic `module` then collects the terms. `hamiltonian_eigenvector` applies the resulting polynomial to $v$, using `hv` once for $X$ and twice for $X^2$. `hamiltonian_uniform` checks that the uniform vector has $x=\sqrt z$ and inserts this into the eigenvector theorem.

`energy_lower_bound` writes $t_1=2t_2c$, as in the completed square. The symmetry of $X$ is `hT`, the equality $v\cdot X^2v=|Xv|^2$ is `hs`, and $|Xv+cv|^2\ge0$ is `hsq`. The final `nlinarith` receives this last inequality multiplied by $t_2$.

Finally, `pentagon_witness` confirms that the five-site ring satisfies the graph hypotheses with $z=2$. As there are only finitely many choices of sites, `decide +kernel` settles all three properties by computation.
